# For two equal spins $j$, the least eigenvalue of $\mathbf S_A\cdot\mathbf S_B$ is $-j(j+1)$, while the Néel state gives $-j^2$

For two spins of equal length $j$, the least eigenvalue of $\mathbf S_A\cdot\mathbf S_B$ is $-j(j+1)$, and its eigenvectors are exactly the nonzero states of zero total spin. The Néel product state, $m_A=j$ and $m_B=-j$, has expectation value $-j^2$, which is higher by $j$.

## Sublattices as two large spins

In the Lieb-Mattis model every spin on sublattice $A$ couples equally to every spin on $B$, so the antiferromagnetic energy is a positive constant times $\mathbf S_A\cdot\mathbf S_B$. Here both sublattice spins have a fixed common length $j$; sectors with other lengths, and short-range lattices, are not treated. For a magnetic dimer described by this two-spin model, the difference $j$ matters when the energy of a broken-symmetry state is used to extract an exchange constant.

## States as amplitude matrices

Set $j=n/2$ with `n` a natural number, and $\hbar=1$. A `State n` is a matrix $\Psi_{ik}$ with $m_A=i-j$, $m_B=k-j$ and $i,k=0,\dots,n$. An operator $S$ acts on $A$ as $S\Psi$ and on $B$ as $\Psi S^T$. Thus `heisenberg` is $\sum_a S_a\Psi S_a^T$, `totalSpin` is $T_a\Psi=S_a\Psi+\Psi S_a^T$, and `braket` is $\langle\Phi|\Psi\rangle=\mathrm{tr}(\Phi^\dagger\Psi)$.

`least_exchange_eigenvalue` says that $-j(j+1)$ belongs to the set of real eigenvalues and bounds it below. Since the operator is Hermitian, restricting to real values loses nothing. `ground_iff_singlet` characterises the eigenvectors, without stating that the singlet is unique up to a factor. `neel_energy` gives the Néel norm and expectation value, and the strict gap for `0 < n`.

## Completing the square of the total spin

The raising matrix $L$ takes level $k$ to $k+1$ with element $w_k=\sqrt{(k+1)(n-k)}$. Hence $LL^\dagger$ and $L^\dagger L$ are diagonal, with entries $i(n+1-i)$ and $(i+1)(n-i)$. Since $S_x^2+S_y^2=\tfrac12(LL^\dagger+L^\dagger L)$,
$$\sum_a S_a^2=i(n-i)+\tfrac n2+\left(i-\tfrac n2\right)^2=\tfrac n2\left(\tfrac n2+1\right)=j(j+1).$$

Operators on different sublattices commute, so
$$\sum_a T_a^2=2\,\mathbf S_A\cdot\mathbf S_B+2j(j+1).$$
Each $T_a$ is Hermitian. Taking the expectation value gives
$$\langle\Psi|\mathbf S_A\cdot\mathbf S_B\Psi\rangle=-j(j+1)\langle\Psi|\Psi\rangle+\tfrac12\sum_a\|T_a\Psi\|^2.$$
Every eigenvalue is therefore at least $-j(j+1)$, with equality exactly when all $T_a\Psi=0$.

The normalised state
$$\frac1{\sqrt{n+1}}\sum_{i=0}^n(-1)^i|i,n-i\rangle$$
attains the bound. Its $z$ components cancel. Under total raising, $|i+1,n-i\rangle$ receives $(-1)^iw_i+(-1)^{i+1}w_{n-i-1}=0$, because $w_i=w_{n-i-1}$; lowering cancels in the same way. The code's `singlet` omits the prefactor.

In the Néel state $S_x$ and $S_y$ have zero expectation value on each sublattice, so only $j\cdot(-j)=-j^2$ remains.

## Two spins one-half

For $n=1$ the singlet is $(|\downarrow\uparrow\rangle-|\uparrow\downarrow\rangle)/\sqrt2$, with eigenvalue $-3/4$; the Néel value is $-1/4$. At $n=0$ both values are zero.

## The Lean file

```lean
import Mathlib

open Matrix

namespace TwoSublatticeSpins

noncomputable section

/-- Amplitudes of a state of two spins `n/2`; row `i` means `m_A = i - n/2`, column `k` means
`m_B = k - n/2`. -/
abbrev State (n : ℕ) := Matrix (Fin (n + 1)) (Fin (n + 1)) ℂ

/-- The value `j(j+1)` for spin length `j = n/2`. -/
def spinSq (n : ℕ) : ℝ := n / 2 * (n / 2 + 1)

/-- The ladder matrix element from level `k` to level `k + 1`, for `k < n`. -/
def weight (n k : ℕ) : ℝ := √(((k : ℝ) + 1) * ((n : ℝ) - k))

/-- The raising operator of one spin `n/2`. -/
def ladder (n : ℕ) : Matrix (Fin (n + 1)) (Fin (n + 1)) ℂ :=
  Matrix.of fun i k => if (i : ℕ) = k + 1 then (weight n k : ℂ) else 0

/-- The spin matrices `S_x, S_y, S_z` of one spin `n/2`. -/
def spin (n : ℕ) : Fin 3 → Matrix (Fin (n + 1)) (Fin (n + 1)) ℂ :=
  ![(1 / 2 : ℂ) • (ladder n + (ladder n)ᴴ), (-Complex.I / 2) • (ladder n - (ladder n)ᴴ),
    diagonal fun k => ((k : ℕ) : ℂ) - n / 2]

/-- The exchange operator `S_A · S_B` acting on a two-spin state. -/
def heisenberg (n : ℕ) (Ψ : State n) : State n := ∑ a, spin n a * Ψ * (spin n a)ᵀ

/-- Component `a` of the total spin `S_A + S_B` acting on a two-spin state. -/
def totalSpin (n : ℕ) (a : Fin 3) (Ψ : State n) : State n := spin n a * Ψ + Ψ * (spin n a)ᵀ

/-- The scalar product of two-spin states. -/
def braket {n : ℕ} (Φ Ψ : State n) : ℂ := (Φᴴ * Ψ).trace

/-- The state with alternating amplitudes on the configurations `m_A = -m_B`. -/
def singlet (n : ℕ) : State n := Matrix.of fun i k => if i = k.rev then (-1) ^ (i : ℕ) else 0

/-- The Néel product state with `m_A = n/2` and `m_B = -n/2`. -/
def neel (n : ℕ) : State n :=
  Matrix.of fun i k => if i = Fin.last n then (if k = 0 then 1 else 0) else 0

/-- Lowering then raising, and raising then lowering, are diagonal in the `S_z` basis. -/
theorem ladder_products (n : ℕ) :
    ladder n * (ladder n)ᴴ =
      diagonal (fun i : Fin (n + 1) => ((i : ℕ) : ℂ) * (n + 1 - (i : ℕ))) ∧
    (ladder n)ᴴ * ladder n =
      diagonal (fun i : Fin (n + 1) => (((i : ℕ) : ℂ) + 1) * (n - (i : ℕ))) := by
  have hw (k : ℕ) (hk : k ≤ n) : (weight n k : ℂ) * weight n k = ((k : ℂ) + 1) * (n - k) := by
    have hk' : (k : ℝ) ≤ n := by exact_mod_cast hk
    have h : weight n k * weight n k = ((k : ℝ) + 1) * (n - k) :=
      Real.mul_self_sqrt (mul_nonneg (by positivity) (by linarith))
    rw [← Complex.ofReal_mul, h]
    simp
  constructor <;> ext i j <;> rw [Matrix.mul_apply] <;> have hi := i.isLt <;>
    rcases eq_or_ne i j with rfl | hij
  · rw [diagonal_apply_eq]
    by_cases h0 : (i : ℕ) = 0
    · have hz (k) : ladder n i k = 0 := by simp [ladder, h0]
      simp [hz, h0]
    · obtain ⟨p, hp⟩ : ∃ p : Fin (n + 1), (i : ℕ) = p + 1 :=
        ⟨⟨i - 1, by omega⟩, by change (i : ℕ) = i - 1 + 1; omega⟩
      rw [Finset.sum_eq_single p]
      · simp only [conjTranspose_apply, ladder, of_apply, if_pos hp, Complex.star_def,
          Complex.conj_ofReal]
        rw [hw p (by omega), hp]
        push_cast
        ring
      · intro k _ hk
        have h : ¬ (i : ℕ) = k + 1 := fun h => hk (Fin.ext (by omega))
        simp [ladder, h]
      · simp
  · rw [diagonal_apply_ne _ hij]
    refine Finset.sum_eq_zero fun k _ => ?_
    by_cases h : (i : ℕ) = k + 1
    · have h2 : ¬ (j : ℕ) = k + 1 := fun h' => hij (Fin.ext (by omega))
      simp [ladder, h2]
    · simp [ladder, h]
  · rw [diagonal_apply_eq]
    by_cases h0 : (i : ℕ) = n
    · have hz (k : Fin (n + 1)) : ladder n k i = 0 := by
        have h : ¬ (k : ℕ) = i + 1 := by omega
        simp only [ladder, of_apply, if_neg h]
      simp [hz, h0]
    · obtain ⟨p, hp⟩ : ∃ p : Fin (n + 1), (p : ℕ) = i + 1 := ⟨⟨i + 1, by omega⟩, rfl⟩
      rw [Finset.sum_eq_single p]
      · simp only [conjTranspose_apply, ladder, of_apply, if_pos hp, Complex.star_def,
          Complex.conj_ofReal]
        exact hw i (by omega)
      · intro k _ hk
        have h : ¬ (k : ℕ) = i + 1 := fun h => hk (Fin.ext (by omega))
        simp [ladder, h]
      · simp
  · rw [diagonal_apply_ne _ hij]
    refine Finset.sum_eq_zero fun k _ => ?_
    by_cases h : (k : ℕ) = i + 1
    · have h2 : ¬ (k : ℕ) = j + 1 := fun h' => hij (Fin.ext (by omega))
      simp only [ladder, of_apply, if_neg h2, mul_zero]
    · simp only [conjTranspose_apply, ladder, of_apply, if_neg h, star_zero, zero_mul]

/-- The three spin matrices are Hermitian. -/
theorem spin_hermitian (n : ℕ) (a : Fin 3) : (spin n a)ᴴ = spin n a := by
  fin_cases a
  · change ((1 / 2 : ℂ) • (ladder n + (ladder n)ᴴ))ᴴ = (1 / 2 : ℂ) • (ladder n + (ladder n)ᴴ)
    have h : star (1 / 2 : ℂ) = 1 / 2 := by simp
    rw [conjTranspose_smul, conjTranspose_add, conjTranspose_conjTranspose, h]
    module
  · change ((-Complex.I / 2) • (ladder n - (ladder n)ᴴ))ᴴ = (-Complex.I / 2) • (ladder n - (ladder n)ᴴ)
    have h : star (-Complex.I / 2) = Complex.I / 2 := by simp
    rw [conjTranspose_smul, conjTranspose_sub, conjTranspose_conjTranspose, h]
    module
  · change (diagonal _)ᴴ = diagonal _
    rw [diagonal_conjTranspose]
    congr 1
    funext k
    simp

/-- The squared spin of one sublattice is `j(j+1)` with `j = n/2`. -/
theorem casimir (n : ℕ) : ∑ a, spin n a * spin n a = (spinSq n : ℂ) • 1 := by
  have hI : (-Complex.I / 2) * (-Complex.I / 2) = -1 / 4 := by
    linear_combination (1 / 4 : ℂ) * Complex.I_sq
  have hxy : spin n 0 * spin n 0 + spin n 1 * spin n 1 =
      (1 / 2 : ℂ) • (ladder n * (ladder n)ᴴ + (ladder n)ᴴ * ladder n) := by
    change ((1 / 2 : ℂ) • (ladder n + (ladder n)ᴴ)) * ((1 / 2 : ℂ) • (ladder n + (ladder n)ᴴ)) +
      ((-Complex.I / 2) • (ladder n - (ladder n)ᴴ)) *
      ((-Complex.I / 2) • (ladder n - (ladder n)ᴴ)) = _
    rw [smul_mul_smul_comm, smul_mul_smul_comm, hI]
    simp only [mul_add, add_mul, mul_sub, sub_mul]
    module
  have hz : spin n 2 = diagonal fun k : Fin (n + 1) => ((k : ℕ) : ℂ) - n / 2 := rfl
  rw [Fin.sum_univ_three, hxy, (ladder_products n).1, (ladder_products n).2, hz,
    diagonal_mul_diagonal]
  ext i k
  rcases eq_or_ne i k with rfl | h
  · simp only [Matrix.add_apply, Matrix.smul_apply, diagonal_apply_eq, one_apply_eq,
      smul_eq_mul, spinSq]
    push_cast
    ring
  · simp [h]

/-- The squared total spin equals `2 S_A · S_B + 2j(j+1)`. -/
theorem total_sq (n : ℕ) (Ψ : State n) : ∑ a, totalSpin n a (totalSpin n a Ψ) =
    (2 : ℂ) • (heisenberg n Ψ + (spinSq n : ℂ) • Ψ) := by
  have h (a) : totalSpin n a (totalSpin n a Ψ) = spin n a * spin n a * Ψ +
      (2 : ℂ) • (spin n a * Ψ * (spin n a)ᵀ) + Ψ * (spin n a * spin n a)ᵀ := by
    rw [transpose_mul]
    simp only [totalSpin, mul_add, add_mul, mul_assoc, two_smul]
    abel
  have hA : ∑ a, spin n a * spin n a * Ψ = (spinSq n : ℂ) • Ψ := by
    rw [← Finset.sum_mul, casimir, smul_mul_assoc, one_mul]
  have hB : ∑ a, Ψ * (spin n a * spin n a)ᵀ = (spinSq n : ℂ) • Ψ := by
    rw [← Finset.mul_sum, ← transpose_sum, casimir, transpose_smul, transpose_one,
      mul_smul_comm, mul_one]
  simp only [h, Finset.sum_add_distrib, hA, hB, ← Finset.smul_sum, heisenberg]
  module

/-- The squared norm of a state is nonnegative and vanishes only for the zero vector. -/
theorem braket_self {n : ℕ} (Φ : State n) :
    0 ≤ (braket Φ Φ).re ∧ ((braket Φ Φ).re = 0 → Φ = 0) := by
  have h : (braket Φ Φ).re = ∑ k, ∑ i, Complex.normSq (Φ i k) := by
    simp only [braket, Matrix.trace, diag_apply, Matrix.mul_apply, conjTranspose_apply,
      Complex.re_sum]
    refine Finset.sum_congr rfl fun k _ => Finset.sum_congr rfl fun i _ => ?_
    simp [Complex.normSq_apply]
  have hn (k) : 0 ≤ ∑ i, Complex.normSq (Φ i k) :=
    Finset.sum_nonneg fun i _ => Complex.normSq_nonneg _
  rw [h]
  refine ⟨Finset.sum_nonneg fun k _ => hn k, fun h0 => Matrix.ext fun i k => ?_⟩
  have h1 := (Finset.sum_eq_zero_iff_of_nonneg fun k _ => hn k).1 h0 k (Finset.mem_univ k)
  exact Complex.normSq_eq_zero.1 ((Finset.sum_eq_zero_iff_of_nonneg
    fun i _ => Complex.normSq_nonneg _).1 h1 i (Finset.mem_univ i))

/-- The exchange energy is `-j(j+1)` times the squared norm of the state, plus half the squared
norms of the total-spin components applied to it. -/
theorem energy_identity (n : ℕ) (Ψ : State n) : (braket Ψ (heisenberg n Ψ)).re =
    -spinSq n * (braket Ψ Ψ).re +
      1 / 2 * ∑ a, (braket (totalSpin n a Ψ) (totalSpin n a Ψ)).re := by
  -- each total-spin component can be moved across the scalar product
  have hs (a) (Φ : State n) : braket (totalSpin n a Ψ) Φ = braket Ψ (totalSpin n a Φ) := by
    have hT : ((spin n a)ᵀ)ᴴ = (spin n a)ᵀ :=
      Matrix.ext fun i k => congrFun (congrFun (spin_hermitian n a) k) i
    simp only [braket, totalSpin]
    rw [conjTranspose_add, conjTranspose_mul, conjTranspose_mul, spin_hermitian, hT, add_mul,
      mul_add, trace_add, trace_add, Matrix.mul_assoc, Matrix.mul_assoc,
      trace_mul_comm (spin n a)ᵀ, Matrix.mul_assoc]
  have key : ∑ a, braket (totalSpin n a Ψ) (totalSpin n a Ψ) =
      2 * (braket Ψ (heisenberg n Ψ) + (spinSq n : ℂ) * braket Ψ Ψ) := by
    simp only [hs]
    simp only [braket]
    rw [← trace_sum, ← Finset.mul_sum, total_sq]
    simp only [Matrix.mul_smul, Matrix.mul_add, trace_smul, trace_add, smul_eq_mul]
  have h := congrArg Complex.re key
  simp only [Complex.re_sum, Complex.mul_re, Complex.add_re, Complex.re_ofNat,
    Complex.im_ofNat, Complex.ofReal_re, Complex.ofReal_im, zero_mul, sub_zero] at h
  linarith

/-- The alternating state is nonzero and every total-spin component annihilates it. -/
theorem singlet_total (n : ℕ) : singlet n ≠ 0 ∧ ∀ a, totalSpin n a (singlet n) = 0 := by
  have hrev (k : Fin (n + 1)) : (k.rev : ℕ) + k = n := by
    have := k.isLt
    rw [Fin.val_rev]
    omega
  have hw (a b : ℕ) (h : a + b + 1 = n) : weight n a = weight n b := by
    have h' : (n : ℝ) = a + b + 1 := by exact_mod_cast h.symm
    unfold weight
    rw [h']
    congr 1
    ring
  have hL (M : State n) (i l) : (M * singlet n) i l = M i l.rev * (-1) ^ (l.rev : ℕ) := by
    rw [Matrix.mul_apply, Finset.sum_eq_single l.rev]
    · simp only [singlet, of_apply, if_true]
    · intro b _ hb
      simp [singlet, hb]
    · simp
  have hR (M : State n) (i l) : (singlet n * M) i l = (-1) ^ (i : ℕ) * M i.rev l := by
    rw [Matrix.mul_apply, Finset.sum_eq_single i.rev]
    · simp [singlet]
    · intro b _ hb
      have h : i ≠ b.rev := fun h => hb (by rw [h, Fin.rev_rev])
      simp [singlet, h]
    · simp
  -- raising and lowering contributions of the two sublattices cancel
  have hP : ladder n * singlet n + singlet n * (ladder n)ᵀ = 0 := by
    ext i l
    have hi := hrev i
    have hl := hrev l
    simp only [Matrix.add_apply, hL, hR, transpose_apply, ladder, of_apply, Matrix.zero_apply]
    by_cases h : (i : ℕ) = l.rev + 1
    · have h' : (l : ℕ) = i.rev + 1 := by omega
      rw [if_pos h, if_pos h', hw l.rev i.rev (by omega), h, pow_succ]
      ring
    · have h' : ¬ (l : ℕ) = i.rev + 1 := by omega
      rw [if_neg h, if_neg h', zero_mul, mul_zero, add_zero]
  have hQ : (ladder n)ᴴ * singlet n + singlet n * ((ladder n)ᴴ)ᵀ = 0 := by
    ext i l
    have hi := hrev i
    have hl := hrev l
    simp only [Matrix.add_apply, hL, hR, transpose_apply, conjTranspose_apply, ladder, of_apply,
      Matrix.zero_apply]
    by_cases h : (l.rev : ℕ) = i + 1
    · have h' : (i.rev : ℕ) = l + 1 := by omega
      rw [if_pos h, if_pos h', hw i l (by omega), h, pow_succ]
      ring
    · have h' : ¬ (i.rev : ℕ) = l + 1 := by omega
      rw [if_neg h, if_neg h', star_zero, zero_mul, mul_zero, add_zero]
  refine ⟨fun h => ?_, fun a => ?_⟩
  · have h1 := congrFun (congrFun h (Fin.rev 0)) 0
    simp [singlet] at h1
  fin_cases a
  · change ((1 / 2 : ℂ) • (ladder n + (ladder n)ᴴ)) * singlet n +
      singlet n * ((1 / 2 : ℂ) • (ladder n + (ladder n)ᴴ))ᵀ = 0
    simp only [transpose_smul, transpose_add, smul_mul_assoc, mul_smul_comm, add_mul, mul_add]
    linear_combination (norm := module) (1 / 2 : ℂ) • hP + (1 / 2 : ℂ) • hQ
  · change ((-Complex.I / 2) • (ladder n - (ladder n)ᴴ)) * singlet n +
      singlet n * ((-Complex.I / 2) • (ladder n - (ladder n)ᴴ))ᵀ = 0
    simp only [transpose_smul, transpose_sub, smul_mul_assoc, mul_smul_comm, sub_mul, mul_sub]
    linear_combination (norm := module) (-Complex.I / 2) • hP - (-Complex.I / 2) • hQ
  · change diagonal (fun k : Fin (n + 1) => ((k : ℕ) : ℂ) - n / 2) * singlet n +
      singlet n * (diagonal fun k : Fin (n + 1) => ((k : ℕ) : ℂ) - n / 2)ᵀ = 0
    rw [diagonal_transpose]
    ext i l
    rw [Matrix.add_apply, diagonal_mul, mul_diagonal, Matrix.zero_apply]
    by_cases h : i = l.rev
    · have hc : ((i : ℕ) : ℂ) + (l : ℕ) = n := by
        rw [h]
        exact_mod_cast hrev l
      linear_combination singlet n i l * hc
    · simp [singlet, h]

/-- A state satisfies `S_A · S_B Ψ = -j(j+1) Ψ` exactly when every total-spin component
annihilates it. -/
theorem ground_iff_singlet (n : ℕ) (Ψ : State n) :
    heisenberg n Ψ = ((-spinSq n : ℝ) : ℂ) • Ψ ↔ ∀ a, totalSpin n a Ψ = 0 := by
  constructor
  · intro h a
    have e := energy_identity n Ψ
    rw [h] at e
    simp only [braket, Matrix.mul_smul, trace_smul, smul_eq_mul, Complex.re_ofReal_mul] at e
    have hs : ∑ a, (braket (totalSpin n a Ψ) (totalSpin n a Ψ)).re = 0 := by
      simp only [braket]
      linarith
    exact (braket_self _).2 ((Finset.sum_eq_zero_iff_of_nonneg
      fun a _ => (braket_self _).1).1 hs a (Finset.mem_univ a))
  · intro h
    have h0 : ∑ a, totalSpin n a (totalSpin n a Ψ) = 0 :=
      Finset.sum_eq_zero fun a _ => by rw [h a]; simp [totalSpin]
    rw [total_sq] at h0
    rw [Complex.ofReal_neg, neg_smul]
    exact eq_neg_of_add_eq_zero_left ((smul_eq_zero.1 h0).resolve_left two_ne_zero)

/-- The least eigenvalue of `S_A · S_B` for two spins `j = n/2` is `-j(j+1)`. -/
theorem least_exchange_eigenvalue (n : ℕ) :
    IsLeast {E : ℝ | ∃ Ψ : State n, Ψ ≠ 0 ∧ heisenberg n Ψ = (E : ℂ) • Ψ}
      (-((n : ℝ) / 2 * (n / 2 + 1))) := by
  change IsLeast _ (-spinSq n)
  refine ⟨⟨singlet n, (singlet_total n).1, (ground_iff_singlet n _).2 (singlet_total n).2⟩, ?_⟩
  rintro E ⟨Ψ, h0, h⟩
  have e := energy_identity n Ψ
  have hE : (braket Ψ (heisenberg n Ψ)).re = E * (braket Ψ Ψ).re := by
    rw [h]
    simp only [braket, Matrix.mul_smul, trace_smul, smul_eq_mul, Complex.re_ofReal_mul]
  have hpos : 0 < (braket Ψ Ψ).re :=
    lt_of_le_of_ne (braket_self Ψ).1 fun h' => h0 ((braket_self Ψ).2 h'.symm)
  have hs : 0 ≤ ∑ a, (braket (totalSpin n a Ψ) (totalSpin n a Ψ)).re :=
    Finset.sum_nonneg fun a _ => (braket_self _).1
  by_contra hlt
  have hlt' : E < -spinSq n := lt_of_not_ge hlt
  have := mul_lt_mul_of_pos_right hlt' hpos
  linarith

/-- The Néel state is normalised and has exchange energy `-j²` with `j = n/2`; for `j > 0` this
lies strictly above `-j(j+1)`. -/
theorem neel_energy (n : ℕ) : braket (neel n) (neel n) = 1 ∧
    braket (neel n) (heisenberg n (neel n)) = ((-((n : ℝ) / 2) ^ 2 : ℝ) : ℂ) ∧
    (0 < n → -spinSq n < -((n : ℝ) / 2) ^ 2) := by
  have hb (X : State n) : braket (neel n) X = X (Fin.last n) 0 := by
    simp only [braket, Matrix.trace, diag_apply, Matrix.mul_apply, conjTranspose_apply]
    rw [Finset.sum_eq_single 0, Finset.sum_eq_single (Fin.last n)]
    · simp [neel]
    · intro b _ h
      simp [neel, h]
    · simp
    · intro b _ h
      simp [neel, h]
    · simp
  have hS (M : State n) : (M * neel n * Mᵀ) (Fin.last n) 0 =
      M (Fin.last n) (Fin.last n) * M 0 0 := by
    rw [Matrix.mul_apply, Finset.sum_eq_single 0, Matrix.mul_apply,
      Finset.sum_eq_single (Fin.last n)]
    · simp [neel]
    · intro b _ h
      simp [neel, h]
    · simp
    · intro b _ h
      simp [Matrix.mul_apply, neel, h]
    · simp
  -- only the z components have diagonal matrix elements
  have h0 (i) : spin n 0 i i = 0 := by simp [spin, ladder]
  have h1 (i) : spin n 1 i i = 0 := by simp [spin, ladder]
  have h2 (i) : spin n 2 i i = ((i : ℕ) : ℂ) - n / 2 := by simp [spin]
  refine ⟨by rw [hb]; simp [neel], ?_, fun hn => ?_⟩
  · rw [hb, heisenberg, Matrix.sum_apply, Fin.sum_univ_three, hS, hS, hS, h0, h1, h2, h2,
      Fin.val_last, Fin.val_zero]
    push_cast
    ring
  · have hn' : (0 : ℝ) < n := by exact_mod_cast hn
    unfold spinSq
    nlinarith

end

end TwoSublatticeSpins
```

```lean
#print axioms TwoSublatticeSpins.least_exchange_eigenvalue
#print axioms TwoSublatticeSpins.neel_energy
```

```
'TwoSublatticeSpins.least_exchange_eigenvalue' depends on axioms: [propext, Classical.choice, Quot.sound]
'TwoSublatticeSpins.neel_energy' depends on axioms: [propext, Classical.choice, Quot.sound]
```

## From ladder elements to the bound

`ladder_products` compares entries, treating the end levels separately, and `casimir` adds the $z$ part. `total_sq` expands the square. In `energy_identity`, `hs` moves $T_a$ across the scalar product using `spin_hermitian` and the cyclic trace.

`braket_self` supplies positivity: a vanishing sum of squared norms forces each $T_a\Psi=0$, which gives one direction of `ground_iff_singlet`; `total_sq` gives the other. In `singlet_total`, `hP` and `hQ` are the raising and lowering cancellations, which combine into the $x$ and $y$ components. The least-eigenvalue theorem uses this state for attainment and the energy identity for the bound.

For the Néel state, `hb` selects its single nonzero amplitude and `hS` factorises each exchange term into two diagonal spin elements.
